# Two angular overlaps fix the logarithm in a planar Fock-type solution

When a wave function is expanded in powers of the distance $r$ from a coalescence point, each order beyond the lowest leads to a Poisson equation whose source is built from lower orders. Two questions then arise: does the trial form need a term in $\log r$, and with what coefficient? In the planar model treated here, with a prescribed source $r^{k-2}h(\theta)$, two integrals over the angle settle both questions.

## From the Laplacian to an angular resonance

Let $k\ge 1$ be an integer and let $h$ be continuous and $2\pi$-periodic. For real $a,b$ put $Y(\theta)=a\cos k\theta+b\sin k\theta$, and try

$$u=r^k\bigl(g(\theta)+\log r\;Y(\theta)\bigr),\qquad r>0,$$

with $g$ twice continuously differentiable and $2\pi$-periodic. The claim is that some such $g$ gives $\Delta u=r^{k-2}h$ if and only if

$$a=\frac{1}{2\pi k}\int_0^{2\pi}h\cos k\theta\,d\theta,\qquad b=\frac{1}{2\pi k}\int_0^{2\pi}h\sin k\theta\,d\theta .$$

In particular, a homogeneous solution $r^kg$ exists exactly when both integrals vanish.

**The Laplacian.** The radial derivatives are

$$u_r=r^{k-1}\bigl(kg+Y+k\log r\,Y\bigr),$$
$$u_{rr}=r^{k-2}\bigl((k-1)(kg+Y)+kY+k(k-1)\log r\,Y\bigr).$$

Hence $u_{rr}+u_r/r=r^{k-2}(k^2g+2kY+k^2\log r\,Y)$. Since $Y''=-k^2Y$, the angular part is $u_{\theta\theta}/r^2=r^{k-2}(g''-k^2\log r\,Y)$. The logarithms cancel in the sum, which leaves

$$\Delta u=r^{k-2}\bigl(g''+k^2g+2kY\bigr).$$

The equation to solve is therefore $g''+k^2g+2kY=h$.

**The overlaps are necessary.** Green's identity takes the form

$$(g'\cos k\theta+kg\sin k\theta)'=(g''+k^2g)\cos k\theta,$$
$$(g'\sin k\theta-kg\cos k\theta)'=(g''+k^2g)\sin k\theta.$$

Over a period the left sides integrate to zero. Because $\int\cos^2 k\theta=\int\sin^2 k\theta=\pi$ and $\int\sin k\theta\cos k\theta=0$, what remains is $\int h\cos k\theta=2\pi ka$ and $\int h\sin k\theta=2\pi kb$.

**They are sufficient.** Choose $C$ and $S$ with $C'=h\cos k\theta-ka$ and $S'=h\sin k\theta-kb$. The overlap conditions say that these derivatives have zero mean, so $C$ and $S$ are periodic. Set

$$g=\frac{\sin k\theta\;C-\cos k\theta\;S}{k}.$$

Differentiating once gives $g'=\cos k\theta\,C+\sin k\theta\,S+b\cos k\theta-a\sin k\theta$. Differentiating again gives

$$g''=-k^2g+h(\cos^2k\theta+\sin^2k\theta)-2kY=h-k^2g-2kY,$$

as required.

**A worked case.** Take $k=2$ and $h=4+8\cos2\theta$. Then $a=8\pi/(4\pi)=2$ and $b=0$. The angular equation becomes $g''+4g=4$, solved by $g=1$, so $u=r^2(1+2\log r\cos2\theta)$ satisfies $\Delta u=4+8\cos2\theta$. No function $r^2g(\theta)$ with $g$ twice continuously differentiable and $2\pi$-periodic does.

**Why $k=0$ is excluded.** For $k=0$ and $h=0$, the function $u=a\log r$ solves the equation for every $a$. The source then no longer determines the logarithmic coefficient.

## The trial function and the Laplacian in Lean

```lean
import Mathlib

open Real

namespace FockLogarithm

noncomputable section
```

The function $Y$ is `angularHarmonic k a b`, with real coefficients and a natural number `k`.

```lean
/-- The angular harmonic `a cos kθ + b sin kθ`. -/
def angularHarmonic (k : ℕ) (a b : ℝ) : ℝ → ℝ :=
  fun θ => a * cos (k * θ) + b * sin (k * θ)
```

The Laplacian is defined by its polar expression. It is used only at $r>0$, so nothing is said about the origin or about distributional sources there.

```lean
/-- The planar Laplacian in polar coordinates, `u_rr + u_r / r + u_θθ / r²`, for `r > 0`. -/
def polarLaplacian (u : ℝ → ℝ → ℝ) (r θ : ℝ) : ℝ :=
  deriv (deriv fun s => u s θ) r + deriv (fun s => u s θ) r / r
    + deriv (deriv fun t => u r t) θ / r ^ 2
```

The trial function $u$ is `fockTerm`. The angle is a real variable, and single-valuedness in the plane enters through the periodicity of `g`.

```lean
/-- The Fock-type term `r^k (g(θ) + log r (a cos kθ + b sin kθ))`, for `r > 0`. -/
def fockTerm (k : ℕ) (a b : ℝ) (g : ℝ → ℝ) (r θ : ℝ) : ℝ :=
  r ^ k * (g θ + log r * angularHarmonic k a b θ)
```

## Periodic solutions of the angular equation

Three preparatory lemmas come first. This one supplies the derivatives of the two harmonics.

```lean
/-- The derivatives of `cos kθ` and `sin kθ` with respect to the angle. -/
theorem hasDerivAt_cos_sin (k θ : ℝ) :
    HasDerivAt (fun t => cos (k * t)) (-(k * sin (k * θ))) θ ∧
    HasDerivAt (fun t => sin (k * t)) (k * cos (k * θ)) θ :=
  ⟨((hasDerivAt_id' θ).const_mul k).cos.congr_deriv (by ring),
    ((hasDerivAt_id' θ).const_mul k).sin.congr_deriv (by ring)⟩
```

The next lets the proofs pass between `ContDiff ℝ 2 g` and the first and second derivatives used by hand.

```lean
/-- A function is twice continuously differentiable iff it and its derivative are
differentiable and the second derivative is continuous. -/
theorem contDiff_two_iff (g : ℝ → ℝ) : ContDiff ℝ 2 g ↔
    Differentiable ℝ g ∧ Differentiable ℝ (deriv g) ∧ Continuous (deriv (deriv g)) := by
  rw [show (2 : WithTop ℕ∞) = 1 + 1 from one_add_one_eq_two.symm,
    contDiff_succ_iff_deriv, contDiff_one_iff_deriv]
  simp
```

The third constructs $C$ and $S$. For a periodic $f$ of mean $m$, the primitive is $\int_0^\theta f-m\theta$. Its change over a period is $\int_\theta^{\theta+2\pi}f-2\pi m=0$.

```lean
/-- A continuous `2π`-periodic function minus its mean `m` has a `2π`-periodic primitive. -/
theorem periodic_primitive {f : ℝ → ℝ} (hf : Continuous f) (hp : Function.Periodic f (2 * π))
    (m : ℝ) (h0 : ∫ θ in (0 : ℝ)..(2 * π), f θ = 2 * π * m) :
    ∃ F : ℝ → ℝ, (∀ θ, HasDerivAt F (f θ - m) θ) ∧ Function.Periodic F (2 * π) := by
  refine ⟨fun θ => (∫ t in (0 : ℝ)..θ, f t) - m * θ, fun θ =>
    ((hf.integral_hasStrictDerivAt 0 θ).hasDerivAt.fun_sub
      ((hasDerivAt_id' θ).const_mul m)).congr_deriv (by ring), fun θ => ?_⟩
  have h1 := intervalIntegral.integral_add_adjacent_intervals
    (hf.intervalIntegrable (μ := MeasureTheory.volume) 0 θ)
    (hf.intervalIntegrable θ (θ + 2 * π))
  have h2 := hp.intervalIntegral_add_eq θ 0
  rw [zero_add] at h2
  change (∫ t in (0 : ℝ)..(θ + 2 * π), f t) - m * (θ + 2 * π) = (∫ t in (0 : ℝ)..θ, f t) - m * θ
  linarith
```

The angular criterion states that a $C^2$ periodic `g` exists exactly when the overlaps are $2\pi ka$ and $2\pi kb$.

In the forward direction, `F1` and `F2` are Green's identities with the integrals of $2kY\cos k\theta$ and $2kY\sin k\theta$ built in. Their primitives include the linear terms $ka\theta$ and $kb\theta$. Periodicity removes every other boundary contribution, leaving the two overlaps.

In the reverse direction, `g1` and `g2` are the two differentiations in the variation of constants, and $\sin^2+\cos^2=1$ produces the term $h$.

```lean
/-- For `k ≥ 1` and `h` continuous and `2π`-periodic, `g'' + k² g + 2k (a cos kθ + b sin kθ) = h`
has a twice continuously differentiable `2π`-periodic solution iff the overlaps of `h` with
`cos kθ` and `sin kθ` are `2πk a` and `2πk b`. -/
theorem angular_equation_iff {k : ℕ} (hk : 0 < k) {h : ℝ → ℝ} (hh : Continuous h)
    (hp : Function.Periodic h (2 * π)) (a b : ℝ) :
    (∃ g : ℝ → ℝ, ContDiff ℝ 2 g ∧ Function.Periodic g (2 * π) ∧ ∀ θ,
      deriv (deriv g) θ + k ^ 2 * g θ + 2 * k * angularHarmonic k a b θ = h θ) ↔
    (∫ θ in (0 : ℝ)..(2 * π), h θ * cos (k * θ)) = 2 * π * k * a ∧
    (∫ θ in (0 : ℝ)..(2 * π), h θ * sin (k * θ)) = 2 * π * k * b := by
  have hcs := hasDerivAt_cos_sin k
  simp only [angularHarmonic]
  constructor
  · rintro ⟨g, hg, hgp, he⟩
    obtain ⟨d1, d2, -⟩ := (contDiff_two_iff g).1 hg
    have hZ := fun θ => ((hcs θ).2.const_mul a).fun_sub ((hcs θ).1.const_mul b)
    -- Green's identity: explicit primitives of `h cos kθ` and `h sin kθ`
    have F1 : ∀ θ, HasDerivAt (fun t => deriv g t * cos (k * t) + k * (g t * sin (k * t))
        + (a * sin (k * t) - b * cos (k * t)) * cos (k * t) + k * a * t)
        (h θ * cos (k * θ)) θ := fun θ =>
      (((((d2 θ).hasDerivAt.fun_mul (hcs θ).1).fun_add
        (((d1 θ).hasDerivAt.fun_mul (hcs θ).2).const_mul (k : ℝ))).fun_add
        ((hZ θ).fun_mul (hcs θ).1)).fun_add ((hasDerivAt_id' θ).const_mul (k * a))).congr_deriv
        (by rw [← he θ]; linear_combination -(k * a) * Real.sin_sq_add_cos_sq (k * θ))
    have F2 : ∀ θ, HasDerivAt (fun t => deriv g t * sin (k * t) - k * (g t * cos (k * t))
        + (a * sin (k * t) - b * cos (k * t)) * sin (k * t) + k * b * t)
        (h θ * sin (k * θ)) θ := fun θ =>
      (((((d2 θ).hasDerivAt.fun_mul (hcs θ).2).fun_sub
        (((d1 θ).hasDerivAt.fun_mul (hcs θ).1).const_mul (k : ℝ))).fun_add
        ((hZ θ).fun_mul (hcs θ).2)).fun_add ((hasDerivAt_id' θ).const_mul (k * b))).congr_deriv
        (by rw [← he θ]; linear_combination -(k * b) * Real.sin_sq_add_cos_sq (k * θ))
    have i1 : Continuous fun θ => h θ * cos (k * θ) := by fun_prop
    have i2 : Continuous fun θ => h θ * sin (k * θ) := by fun_prop
    -- periodicity of `g` and `g'` removes all boundary terms but the linear one
    have p1 := deriv_comp_add_const g (2 * π) 0
    rw [show (fun x => g (x + 2 * π)) = g from funext hgp, zero_add] at p1
    have p0 := hgp 0
    have hc := Real.cos_add_nat_mul_two_pi 0 k
    have hs := Real.sin_add_nat_mul_two_pi 0 k
    rw [zero_add] at p0 hc hs
    rw [intervalIntegral.integral_eq_sub_of_hasDerivAt (fun θ _ => F1 θ)
        (i1.intervalIntegrable 0 (2 * π)),
      intervalIntegral.integral_eq_sub_of_hasDerivAt (fun θ _ => F2 θ)
        (i2.intervalIntegrable 0 (2 * π)), hc, hs, p0, ← p1]
    simp only [mul_zero, Real.cos_zero, Real.sin_zero]
    constructor <;> ring
  · rintro ⟨h1, h2⟩
    have hk0 : (k : ℝ) ≠ 0 := by positivity
    have pc : ∀ θ : ℝ, cos (k * (θ + 2 * π)) = cos (k * θ) := fun θ => by
      rw [mul_add, Real.cos_add_nat_mul_two_pi]
    have ps : ∀ θ : ℝ, sin (k * (θ + 2 * π)) = sin (k * θ) := fun θ => by
      rw [mul_add, Real.sin_add_nat_mul_two_pi]
    obtain ⟨C, hC, pC⟩ := periodic_primitive (f := fun θ => h θ * cos (k * θ))
      (by fun_prop) (fun θ => by simp only [hp θ, pc θ]) (k * a) (h1.trans (by ring))
    obtain ⟨S, hS, pS⟩ := periodic_primitive (f := fun θ => h θ * sin (k * θ))
      (by fun_prop) (fun θ => by simp only [hp θ, ps θ]) (k * b) (h2.trans (by ring))
    have cC : Continuous C := continuous_iff_continuousAt.2 fun θ => (hC θ).continuousAt
    have cS : Continuous S := continuous_iff_continuousAt.2 fun θ => (hS θ).continuousAt
    -- variation of constants
    let g : ℝ → ℝ := fun θ => (sin (k * θ) * C θ - cos (k * θ) * S θ) / k
    have g1 : ∀ θ, HasDerivAt g (cos (k * θ) * C θ + sin (k * θ) * S θ
        + (b * cos (k * θ) - a * sin (k * θ))) θ := fun θ =>
      ((((hcs θ).2.fun_mul (hC θ)).fun_sub ((hcs θ).1.fun_mul (hS θ))).div_const
        (k : ℝ)).congr_deriv (by rw [div_eq_iff hk0]; ring)
    have e1 := funext fun θ => (g1 θ).deriv
    have g2 : ∀ θ, HasDerivAt (deriv g) (h θ - k * (sin (k * θ) * C θ - cos (k * θ) * S θ)
        - 2 * k * (a * cos (k * θ) + b * sin (k * θ))) θ := fun θ => by
      rw [e1]
      exact ((((hcs θ).1.fun_mul (hC θ)).fun_add ((hcs θ).2.fun_mul (hS θ))).fun_add
        (((hcs θ).1.const_mul b).fun_sub ((hcs θ).2.const_mul a))).congr_deriv
        (by linear_combination h θ * Real.sin_sq_add_cos_sq (k * θ))
    have e2 := funext fun θ => (g2 θ).deriv
    refine ⟨g, (contDiff_two_iff g).2 ⟨fun θ => (g1 θ).differentiableAt,
      fun θ => (g2 θ).differentiableAt, by rw [e2]; fun_prop⟩, fun θ => ?_, fun θ => ?_⟩
    · simp only [g, pc θ, ps θ, pC θ, pS θ]
    · rw [(g2 θ).deriv]
      simp only [g]
      linear_combination (k * (sin (k * θ) * C θ - cos (k * θ) * S θ)) * mul_inv_cancel₀ hk0
```

Setting $a=b=0$ gives the resonance condition: $g''+k^2g=h$ has a periodic solution precisely when $h$ is orthogonal to both harmonics of frequency $k$.

```lean
/-- For `k ≥ 1` and `h` continuous and `2π`-periodic, `g'' + k² g = h` has a twice continuously
differentiable `2π`-periodic solution iff `h` is orthogonal to `cos kθ` and `sin kθ`. -/
theorem periodic_resonance_iff {k : ℕ} (hk : 0 < k) {h : ℝ → ℝ} (hh : Continuous h)
    (hp : Function.Periodic h (2 * π)) :
    (∃ g : ℝ → ℝ, ContDiff ℝ 2 g ∧ Function.Periodic g (2 * π) ∧
      ∀ θ, deriv (deriv g) θ + k ^ 2 * g θ = h θ) ↔
    (∫ θ in (0 : ℝ)..(2 * π), h θ * cos (k * θ)) = 0 ∧
    (∫ θ in (0 : ℝ)..(2 * π), h θ * sin (k * θ)) = 0 := by
  simpa [angularHarmonic] using angular_equation_iff hk hh hp 0 0
```

## The source determines the logarithmic coefficients

The Laplacian of the trial function follows from one radial rule, `rad`:

$$\frac{d}{ds}\,s^m(c+d\log s)=s^{m-1}\bigl(mc+d+md\log s\bigr).$$

It is applied with $m=k$ and then $m=k-1$. `B1` and `B2` are the two angular derivatives, and the final `ring` cancels the logarithms. The exponent `(k : ℤ) - 2` is an integer, so $k=1$ correctly gives $r^{-1}$.

```lean
/-- For `r > 0` and `g` twice continuously differentiable, the Laplacian of the Fock-type term
is `r^(k-2) (g'' + k² g + 2k (a cos kθ + b sin kθ))`. -/
theorem polarLaplacian_fockTerm {k : ℕ} {a b : ℝ} {g : ℝ → ℝ} (hg : ContDiff ℝ 2 g)
    {r : ℝ} (hr : 0 < r) (θ : ℝ) :
    polarLaplacian (fockTerm k a b g) r θ = r ^ ((k : ℤ) - 2) *
      (deriv (deriv g) θ + k ^ 2 * g θ + 2 * k * angularHarmonic k a b θ) := by
  obtain ⟨d1, d2, -⟩ := (contDiff_two_iff g).1 hg
  have hY : ∀ a b t, HasDerivAt (angularHarmonic k a b) (k * angularHarmonic k b (-a) t) t :=
    fun a b t => (((hasDerivAt_cos_sin k t).1.const_mul a).fun_add
      ((hasDerivAt_cos_sin k t).2.const_mul b)).congr_deriv
        (by simp only [angularHarmonic]; ring)
  -- one radial derivative lowers the power and mixes the logarithm into the regular part
  have rad : ∀ (m : ℤ) (c d s : ℝ), s ≠ 0 → HasDerivAt (fun s => s ^ m * (c + log s * d))
      (s ^ (m - 1) * ((m * c + d) + log s * (m * d))) s := by
    intro m c d s hs
    refine ((hasDerivAt_zpow m s (Or.inl hs)).fun_mul
      (((Real.hasDerivAt_log hs).mul_const d).const_add c)).congr_deriv ?_
    rw [zpow_sub_one₀ hs]
    ring
  have hfun : (fun s => fockTerm k a b g s θ) =
      fun s => s ^ (k : ℤ) * (g θ + log s * angularHarmonic k a b θ) := by
    funext s
    simp only [fockTerm, zpow_natCast]
  have A1 := (rad k (g θ) (angularHarmonic k a b θ) r hr.ne').deriv
  have A2 := (Filter.EventuallyEq.deriv_eq ((eventually_ne_nhds hr.ne').mono fun s hs =>
    (rad k (g θ) (angularHarmonic k a b θ) s hs).deriv)).trans
      (rad ((k : ℤ) - 1) _ _ r hr.ne').deriv
  -- two angular derivatives
  have B1 : deriv (fun t => fockTerm k a b g r t) =
      fun t => r ^ k * (deriv g t + log r * (k * angularHarmonic k b (-a) t)) :=
    funext fun t => (((d1 t).hasDerivAt.fun_add
      ((hY a b t).const_mul (log r))).const_mul (r ^ k)).deriv
  have B2 : deriv (fun t => r ^ k * (deriv g t + log r * (k * angularHarmonic k b (-a) t))) θ
      = r ^ k * (deriv (deriv g) θ + log r * (k * (k * angularHarmonic k (-a) (-b) θ))) :=
    (((d2 θ).hasDerivAt.fun_add
      (((hY b (-a) θ).const_mul (k : ℝ)).const_mul (log r))).const_mul (r ^ k)).deriv
  rw [polarLaplacian, hfun, A1, A2, B1, B2, show (k : ℤ) - 2 = (k : ℤ) - 1 - 1 by ring]
  simp only [zpow_sub_one₀ hr.ne', zpow_natCast, Int.cast_sub, Int.cast_one,
    Int.cast_natCast, angularHarmonic]
  ring
```

The main theorem asks for one `g` that satisfies the equation at every $r>0$ and every angle. Evaluating at $r=1$ recovers the angular equation. Conversely, the Laplacian formula carries an angular solution to all positive radii. Dividing the overlaps by $2\pi k$ then gives $a$ and $b$.

```lean
/-- Let `k ≥ 1` and `h` be continuous and `2π`-periodic. Then `Δu = r^(k-2) h` on `r > 0` has a
solution `r^k (g + log r (a cos kθ + b sin kθ))` with `g` twice continuously differentiable and
`2π`-periodic iff `a` and `b` are the integrals of `h cos kθ` and `h sin kθ` from `0` to `2π`, each
divided by `2πk`. -/
theorem fock_logarithm_iff {k : ℕ} (hk : 0 < k) {h : ℝ → ℝ} (hh : Continuous h)
    (hp : Function.Periodic h (2 * π)) (a b : ℝ) :
    (∃ g : ℝ → ℝ, ContDiff ℝ 2 g ∧ Function.Periodic g (2 * π) ∧ ∀ r > 0, ∀ θ,
      polarLaplacian (fockTerm k a b g) r θ = r ^ ((k : ℤ) - 2) * h θ) ↔
    a = (∫ θ in (0 : ℝ)..(2 * π), h θ * cos (k * θ)) / (2 * π * k) ∧
    b = (∫ θ in (0 : ℝ)..(2 * π), h θ * sin (k * θ)) / (2 * π * k) := by
  have hne : 2 * π * (k : ℝ) ≠ 0 := by positivity
  refine (exists_congr fun g => ?_).trans ((angular_equation_iff hk hh hp a b).trans ?_)
  · refine and_congr_right fun hg => and_congr_right fun _ =>
      ⟨fun e θ => ?_, fun e r hr θ => ?_⟩
    · -- on the unit circle the powers of `r` drop out
      have e1 := e 1 one_pos θ
      rw [polarLaplacian_fockTerm hg one_pos, one_zpow] at e1
      linarith
    · rw [polarLaplacian_fockTerm hg hr, e θ]
  · rw [eq_div_iff hne, eq_div_iff hne]
    constructor <;> rintro ⟨p, q⟩ <;> constructor <;> linarith
```

With both coefficients zero, `fockTerm` reduces to $r^kg$, which yields the criterion for a homogeneous solution.

```lean
/-- For `k ≥ 1` and `h` continuous and `2π`-periodic, `Δu = r^(k-2) h` on `r > 0` has a solution
`r^k g(θ)` with `g` twice continuously differentiable and `2π`-periodic iff `h` is orthogonal
to `cos kθ` and `sin kθ`. -/
theorem homogeneous_solution_iff {k : ℕ} (hk : 0 < k) {h : ℝ → ℝ} (hh : Continuous h)
    (hp : Function.Periodic h (2 * π)) :
    (∃ g : ℝ → ℝ, ContDiff ℝ 2 g ∧ Function.Periodic g (2 * π) ∧ ∀ r > 0, ∀ θ,
      polarLaplacian (fun s t => s ^ k * g t) r θ = r ^ ((k : ℤ) - 2) * h θ) ↔
    (∫ θ in (0 : ℝ)..(2 * π), h θ * cos (k * θ)) = 0 ∧
    (∫ θ in (0 : ℝ)..(2 * π), h θ * sin (k * θ)) = 0 := by
  have hne : 2 * π * (k : ℝ) ≠ 0 := by positivity
  have e : ∀ g, fockTerm k 0 0 g = fun s t => s ^ k * g t := fun g => by
    funext s t
    simp [fockTerm, angularHarmonic]
  have m := fock_logarithm_iff hk hh hp 0 0
  simp only [e] at m
  rw [m, eq_div_iff hne, eq_div_iff hne, zero_mul]
  constructor <;> rintro ⟨p, q⟩ <;> exact ⟨p.symm, q.symm⟩

end

end FockLogarithm
```

```lean
#print axioms FockLogarithm.periodic_resonance_iff
#print axioms FockLogarithm.fock_logarithm_iff
#print axioms FockLogarithm.homogeneous_solution_iff
```

```
'FockLogarithm.periodic_resonance_iff' depends on axioms: [propext, Classical.choice, Quot.sound]
'FockLogarithm.fock_logarithm_iff' depends on axioms: [propext, Classical.choice, Quot.sound]
'FockLogarithm.homogeneous_solution_iff' depends on axioms: [propext, Classical.choice, Quot.sound]
```

If either overlap is nonzero, a solution of the form $r^kg$ is impossible, while the form with a logarithm succeeds for exactly one pair $(a,b)$. The Fock expansion of a two-electron atom concerns the coalescence of both electrons with the nucleus. It involves hyperspherical harmonics and sources coupled across orders, whereas the theorems here treat a single order in the plane with a given source.
